# The chiral helix minimises the one-dimensional exchange plus Dzyaloshinskii-Moriya energy

A magnetization of unit length that depends on $x$ only and lies in the plane perpendicular to $x$ is described by one angle $\theta(x)$, through $m=(0,\cos\theta,\sin\theta)$. With the exchange energy density $A|m'|^2$, where $A>0$ is the exchange stiffness, and a Dzyaloshinskii-Moriya term of the bulk form $D\,m\cdot\nabla\times m$, the energy on $[0,L]$ is lowest for the helix $\theta=Dx/(2A)+\varphi$ with any phase $\varphi$. In the formal statement the angle is a real-valued function $\theta:\mathbb R\to\mathbb R$, not reduced modulo $2\pi$, continuously differentiable on the whole line (`ContDiff ℝ 1 θ`). Only its behaviour on $[0,L]$ enters the energy, and no condition is imposed at the ends. The Dzyaloshinskii-Moriya term is put into the energy by definition, and its origin in spin-orbit coupling is not derived.

In this classical continuum model, which depends on one coordinate and has no anisotropy, external field or dipolar term, the ratio of $D$ to $A$ fixes the wavevector $D/(2A)$ of the lowest state. A one-dimensional micromagnetic calculation with the same two terms and free ends can be compared with this continuum value. Free ends means here that nothing is prescribed at them; the helix does not satisfy $m'=0$ there when $D\neq0$.

```lean
import Mathlib

open Matrix

namespace ChiralHelix

noncomputable section
```

The energy of an angle profile is
$$E[\theta]=\int_0^L \left(A\,\theta'^2-D\,\theta'\right)dx ,$$
with exchange stiffness $A$ and Dzyaloshinskii-Moriya constant $D$. The derivative $\theta'$ is `deriv θ`.

```lean
/-- Energy on `[0, L]` of an angle profile `θ`: the integral of `A θ'² - D θ'`, with exchange
stiffness `A` and Dzyaloshinskii-Moriya constant `D`. -/
def angleEnergy (A D L : ℝ) (θ : ℝ → ℝ) : ℝ :=
  ∫ x in (0 : ℝ)..L, (A * deriv θ x ^ 2 - D * deriv θ x)
```

A helix has angle $qx+\varphi$. The magnetization $m=(0,\cos\theta,\sin\theta)$ rotates in the plane perpendicular to $x$, and the indices 0, 1, 2 of `Fin 3` stand for $x,y,z$.

```lean
/-- The angle profile `q x + φ` of a helix with wavevector `q` and phase `φ`. -/
def helix (q φ : ℝ) : ℝ → ℝ := fun x => q * x + φ

/-- The magnetization `(0, cos θ, sin θ)`, lying in the plane perpendicular to the `x` axis. -/
def magnetization (θ : ℝ → ℝ) (x : ℝ) : Fin 3 → ℝ :=
  ![0, Real.cos (θ x), Real.sin (θ x)]
```

If $\partial_y$ and $\partial_z$ vanish, the curl reduces to $(0,-m_z',m_y')$. This formula is taken as the definition of `curl`. The vector energy $\mathcal E[m]$ is the integral of $w=A|m'|^2+D\,m\cdot\nabla\times m$.

```lean
/-- The curl `(0, -m_z', m_y')` of a vector field that depends on the coordinate `x` only. -/
def curl (m : ℝ → Fin 3 → ℝ) (x : ℝ) : Fin 3 → ℝ :=
  ![0, -(deriv m x 2), deriv m x 1]

/-- Exchange plus bulk Dzyaloshinskii-Moriya energy density `A |m'|² + D m · curl m` of a
vector field that depends on `x` only. -/
def micromagneticDensity (A D : ℝ) (m : ℝ → Fin 3 → ℝ) (x : ℝ) : ℝ :=
  A * (deriv m x ⬝ᵥ deriv m x) + D * (m x ⬝ᵥ curl m x)

/-- The integral of the micromagnetic energy density over `[0, L]`. -/
def micromagneticEnergy (A D L : ℝ) (m : ℝ → Fin 3 → ℝ) : ℝ :=
  ∫ x in (0 : ℝ)..L, micromagneticDensity A D m x
```

## (a) The density in components

*Task.* Write $w$ in Cartesian components.

*Solution.* $m\cdot\nabla\times m=m_y(-m_z')+m_z m_y'$, so
$$w=A\left(m_x'^2+m_y'^2+m_z'^2\right)+D\left(m_z m_y'-m_y m_z'\right).$$

```lean
/-- The micromagnetic energy density written out in Cartesian components. -/
theorem micromagneticDensity_components (A D : ℝ) (m : ℝ → Fin 3 → ℝ) (x : ℝ) :
    micromagneticDensity A D m x =
      A * (deriv m x 0 ^ 2 + deriv m x 1 ^ 2 + deriv m x 2 ^ 2)
        + D * (m x 2 * deriv m x 1 - m x 1 * deriv m x 2) := by
  have c0 : curl m x 0 = 0 := rfl
  have c1 : curl m x 1 = -(deriv m x 2) := rfl
  have c2 : curl m x 2 = deriv m x 1 := rfl
  simp only [micromagneticDensity, dotProduct, Fin.sum_univ_three, c0, c1, c2]
  ring
```

## (b) Derivative of the magnetization

*Task.* Differentiate $m=(0,\cos\theta,\sin\theta)$ at a point where $\theta$ is differentiable.

*Solution.* The chain rule gives $m'=(0,-\sin\theta\,\theta',\cos\theta\,\theta')$. In Lean, `hasDerivAt_pi` splits the claim into the three components.

```lean
/-- At a point where `θ` is differentiable, the derivative of the magnetization is `(0, -sin θ · θ', cos θ · θ')`. -/
theorem hasDerivAt_magnetization {θ : ℝ → ℝ} {x : ℝ} (h : DifferentiableAt ℝ θ x) :
    HasDerivAt (magnetization θ)
      ![0, -Real.sin (θ x) * deriv θ x, Real.cos (θ x) * deriv θ x] x := by
  rw [hasDerivAt_pi]
  intro i
  fin_cases i
  · exact hasDerivAt_const x (0 : ℝ)
  · exact h.hasDerivAt.cos
  · exact h.hasDerivAt.sin
```

## (c) Reduction to the angle

*Task.* Show $\mathcal E[m]=E[\theta]$ for this $m$ and differentiable $\theta$.

*Solution.* From (b), $|m'|^2=(\sin^2\theta+\cos^2\theta)\,\theta'^2=\theta'^2$, and $m_z m_y'-m_y m_z'=-(\sin^2\theta+\cos^2\theta)\,\theta'=-\theta'$. By (a), $w=A\theta'^2-D\theta'$ at every point. This fixes the sign convention: $+D\,m\cdot\nabla\times m$ becomes $-D\theta'$. The `linear_combination` step applies $\sin^2+\cos^2=1$ to both terms at once.

```lean
/-- For the magnetization `(0, cos θ, sin θ)` with differentiable `θ`, the micromagnetic energy
equals the angle energy of `θ`. -/
theorem micromagneticEnergy_magnetization (A D L : ℝ) {θ : ℝ → ℝ} (h : Differentiable ℝ θ) :
    micromagneticEnergy A D L (magnetization θ) = angleEnergy A D L θ := by
  have key : ∀ x, micromagneticDensity A D (magnetization θ) x
      = A * deriv θ x ^ 2 - D * deriv θ x := by
    intro x
    have hd := (hasDerivAt_magnetization (h x)).deriv
    have d0 : deriv (magnetization θ) x 0 = 0 := congrFun hd 0
    have d1 : deriv (magnetization θ) x 1 = -Real.sin (θ x) * deriv θ x := congrFun hd 1
    have d2 : deriv (magnetization θ) x 2 = Real.cos (θ x) * deriv θ x := congrFun hd 2
    have m1 : magnetization θ x 1 = Real.cos (θ x) := rfl
    have m2 : magnetization θ x 2 = Real.sin (θ x) := rfl
    rw [micromagneticDensity_components, d0, d1, d2, m1, m2]
    -- both terms collapse through sin² + cos² = 1
    linear_combination (A * deriv θ x ^ 2 - D * deriv θ x) * Real.sin_sq_add_cos_sq (θ x)
  unfold micromagneticEnergy angleEnergy
  exact intervalIntegral.integral_congr (fun x _ => key x)
```

## (d) Completing the square

*Task.* For $A\neq0$, any $L$ and $\theta\in C^1$, show
$$E[\theta]=A\int_0^L\left(\theta'-\frac{D}{2A}\right)^2dx-\frac{D^2L}{4A}.$$

*Solution.* For real $t$, $A\left(t-\frac{D}{2A}\right)^2=At^2-Dt+\frac{D^2}{4A}$. Set $t=\theta'(x)$, move the constant across and integrate; it contributes $-D^2L/(4A)$. The identity in $t$ is `key`. Continuity of $\theta'$ makes the squared term integrable (`hi1`), which allows the integral of the difference to be split.

```lean
/-- Completing the square: for `A ≠ 0` and continuously differentiable `θ`, the angle energy is `A` times the integrated squared deviation of
`θ'` from `D / (2A)`, minus `D² L / (4A)`. -/
theorem angleEnergy_complete_square {A : ℝ} (hA : A ≠ 0) (D L : ℝ) {θ : ℝ → ℝ}
    (hθ : ContDiff ℝ 1 θ) :
    angleEnergy A D L θ =
      A * (∫ x in (0 : ℝ)..L, (deriv θ x - D / (2 * A)) ^ 2) - D ^ 2 * L / (4 * A) := by
  have hc : Continuous (deriv θ) := (contDiff_one_iff_deriv.mp hθ).2
  have hc2 : Continuous fun x => A * (deriv θ x - D / (2 * A)) ^ 2 := by
    exact continuous_const.mul ((hc.sub continuous_const).pow 2)
  have hi1 : IntervalIntegrable (fun x => A * (deriv θ x - D / (2 * A)) ^ 2)
      MeasureTheory.volume 0 L := hc2.intervalIntegrable _ _
  have hi2 : IntervalIntegrable (fun _ : ℝ => D ^ 2 / (4 * A))
      MeasureTheory.volume 0 L := continuous_const.intervalIntegrable _ _
  -- the pointwise identity
  have key : ∀ t : ℝ, A * t ^ 2 - D * t = A * (t - D / (2 * A)) ^ 2 - D ^ 2 / (4 * A) := by
    intro t
    have hinv : A * A⁻¹ = 1 := mul_inv_cancel₀ hA
    linear_combination (t * D - D ^ 2 * A⁻¹ / 4) * hinv
  have h1 : angleEnergy A D L θ =
      ∫ x in (0 : ℝ)..L, (A * (deriv θ x - D / (2 * A)) ^ 2 - D ^ 2 / (4 * A)) := by
    unfold angleEnergy
    exact intervalIntegral.integral_congr (fun x _ => key (deriv θ x))
  rw [h1, intervalIntegral.integral_sub hi1 hi2, intervalIntegral.integral_const_mul,
    intervalIntegral.integral_const]
  simp only [sub_zero, smul_eq_mul]
  ring
```

## (e) The lower bound

*Task.* For $A>0$, $L\ge0$ and $\theta\in C^1$, show $E[\theta]\ge -D^2L/(4A)$.

*Solution.* The integral in (d) has a nonnegative integrand over an interval with $0\le L$, so it is nonnegative (`h0`), and so is its product with $A$ (`h1`).

```lean
/-- For `A > 0` and `L ≥ 0` every continuously differentiable angle has energy at least `-D² L / (4A)`. -/
theorem angleEnergy_lower_bound {A L : ℝ} (hA : 0 < A) (hL : 0 ≤ L) (D : ℝ) {θ : ℝ → ℝ}
    (hθ : ContDiff ℝ 1 θ) :
    -(D ^ 2 * L / (4 * A)) ≤ angleEnergy A D L θ := by
  rw [angleEnergy_complete_square hA.ne' D L hθ]
  have h0 : 0 ≤ ∫ x in (0 : ℝ)..L, (deriv θ x - D / (2 * A)) ^ 2 :=
    intervalIntegral.integral_nonneg hL (fun x _ => sq_nonneg _)
  have h1 := mul_nonneg hA.le h0
  linarith
```

## (f) Rate of a helix

*Task.* Differentiate $qx+\varphi$.

*Solution.* The derivative is $q$ at every $x$.

```lean
/-- The angle of a helix turns at the constant rate `q`. -/
theorem hasDerivAt_helix (q φ x : ℝ) : HasDerivAt (helix q φ) q x := by
  have h : HasDerivAt (helix q φ) (q * 1) x :=
    ((hasDerivAt_id' x).const_mul q).add_const φ
  rwa [mul_one] at h
```

## (g) Energy of a helix

*Task.* Find the energy of the helix with wavevector $q$, for any $A$, $D$, $L$.

*Solution.* By (f) the integrand is the constant $Aq^2-Dq$, so $E=(Aq^2-Dq)L$, independent of $\varphi$. This formula shows why $A>0$ is needed in (e): for $L>0$ and $A<0$, or $A=0$ with $D\neq0$, it is unbounded below in $q$.

```lean
/-- A helix of wavevector `q` has energy `(A q² - D q) L`, whatever its phase. -/
theorem angleEnergy_helix (A D L q φ : ℝ) :
    angleEnergy A D L (helix q φ) = (A * q ^ 2 - D * q) * L := by
  have hd : ∀ x, deriv (helix q φ) x = q := fun x => (hasDerivAt_helix q φ x).deriv
  unfold angleEnergy
  simp only [hd]
  rw [intervalIntegral.integral_const]
  simp only [sub_zero, smul_eq_mul]
  ring
```

## (h) The chiral helix

*Task.* Let $A>0$, $L>0$, and let $D$ and $\varphi$ be any real numbers. Show that every $C^1$ angle has $E\ge -D^2L/(4A)$, that $\theta=Dx/(2A)+\varphi$ is $C^1$ and has exactly this energy, and that for $D\neq0$ it lies strictly below every constant angle $c$.

*Solution.* The bound is (e). Inserting $q=D/(2A)$ in (g) gives
$$E=\left(\frac{D^2}{4A}-\frac{D^2}{2A}\right)L=-\frac{D^2L}{4A},$$
which is `hmin`. A constant angle has $\theta'=0$ and energy $0$ (`h0`), while $D^2L/(4A)>0$ when $D\neq0$ (`hpos`). The profile $Dx/(2A)$ is the case $\varphi=0$. The strict inequality needs $L>0$, since at $L=0$ every energy is zero.

```lean
/-- Continuum chiral helix, for `A > 0` and `L > 0`: every continuously differentiable angle has energy at least
`-D² L / (4A)`, the helix `D x / (2A) + φ` is continuously differentiable and attains this value,
and for `D ≠ 0` it lies strictly below every uniform angle. -/
theorem chiral_helix {A L : ℝ} (hA : 0 < A) (hL : 0 < L) (D φ : ℝ) :
    (∀ θ : ℝ → ℝ, ContDiff ℝ 1 θ → -(D ^ 2 * L / (4 * A)) ≤ angleEnergy A D L θ) ∧
    (ContDiff ℝ 1 (helix (D / (2 * A)) φ) ∧
      angleEnergy A D L (helix (D / (2 * A)) φ) = -(D ^ 2 * L / (4 * A))) ∧
    (D ≠ 0 → ∀ c : ℝ,
      angleEnergy A D L (helix (D / (2 * A)) φ) < angleEnergy A D L (fun _ => c)) := by
  have hA' : A ≠ 0 := hA.ne'
  have hmin : angleEnergy A D L (helix (D / (2 * A)) φ) = -(D ^ 2 * L / (4 * A)) := by
    rw [angleEnergy_helix]
    have hinv : A * A⁻¹ = 1 := mul_inv_cancel₀ hA'
    linear_combination (L * D ^ 2 * A⁻¹ / 4) * hinv
  refine ⟨fun θ hθ => angleEnergy_lower_bound hA hL.le D hθ, ⟨?_, hmin⟩, ?_⟩
  · unfold helix
    fun_prop
  · intro hD c
    -- the uniform state has zero energy
    have h0 : angleEnergy A D L (fun _ => c) = 0 := by simp [angleEnergy]
    have hD2 : 0 < D ^ 2 := lt_of_le_of_ne (sq_nonneg _) (pow_ne_zero 2 hD).symm
    have hpos : 0 < D ^ 2 * L / (4 * A) := div_pos (mul_pos hD2 hL) (by linarith)
    rw [hmin, h0]
    linarith
```

## (i) The case of equality

*Task.* For $A>0$, $L>0$ and $\theta\in C^1$, show that $E[\theta]=-D^2L/(4A)$ if and only if $\theta(x)=Dx/(2A)+\theta(0)$ for all $x\in[0,L]$.

*Solution.* Suppose equality holds. By (d) and $A\neq0$, $\int_0^L(\theta'-D/2A)^2dx=0$ (`hI`). If $\theta'(c)\neq D/(2A)$ at some $c\in[0,L]$, the integrand would be continuous, nonnegative and positive at $c$, so the integral would be positive; `intervalIntegral.integral_pos` supplies this contradiction. Hence $\theta'=D/(2A)$ on $[0,L]$, and the fundamental theorem of calculus (`hftc`) gives $\theta(x)-\theta(0)=Dx/(2A)$.

Conversely, let $\theta$ agree with the helix on $[0,L]$. At interior points the derivatives agree directly. At an end point, $\theta'$ and $D/(2A)$ are both one-sided derivatives of the same function on $[0,L]$, and these are unique because $L>0$; `uniqueDiffOn_Icc hL` covers both cases. The integral in (d) then vanishes (`hz`). Nothing is claimed about $\theta$ outside $[0,L]$.

```lean
/-- For `A > 0` and `L > 0`, a continuously differentiable angle has energy exactly `-D² L / (4A)` if and only if it
coincides on `[0, L]` with the helix of wavevector `D / (2A)` and phase `θ 0`. -/
theorem angleEnergy_eq_min_iff {A L : ℝ} (hA : 0 < A) (hL : 0 < L) (D : ℝ) {θ : ℝ → ℝ}
    (hθ : ContDiff ℝ 1 θ) :
    angleEnergy A D L θ = -(D ^ 2 * L / (4 * A)) ↔
      ∀ x ∈ Set.Icc 0 L, θ x = helix (D / (2 * A)) (θ 0) x := by
  have hd : Differentiable ℝ θ := (contDiff_one_iff_deriv.mp hθ).1
  have hc : Continuous (deriv θ) := (contDiff_one_iff_deriv.mp hθ).2
  have hsq : Continuous fun x => (deriv θ x - D / (2 * A)) ^ 2 := by
    exact (hc.sub continuous_const).pow 2
  constructor
  · intro hE
    rw [angleEnergy_complete_square hA.ne' D L hθ] at hE
    have hI : (∫ x in (0 : ℝ)..L, (deriv θ x - D / (2 * A)) ^ 2) = 0 := by
      have h0 : A * (∫ x in (0 : ℝ)..L, (deriv θ x - D / (2 * A)) ^ 2) = 0 := by linarith
      exact (mul_eq_zero.mp h0).resolve_left hA.ne'
    -- a continuous nonnegative integrand with zero integral vanishes
    have hder : ∀ x ∈ Set.Icc 0 L, deriv θ x = D / (2 * A) := by
      intro c hcm
      by_contra hne
      have hpos : 0 < (deriv θ c - D / (2 * A)) ^ 2 :=
        lt_of_le_of_ne (sq_nonneg _) (pow_ne_zero 2 (sub_ne_zero.mpr hne)).symm
      have hlt : 0 < ∫ x in (0 : ℝ)..L, (deriv θ x - D / (2 * A)) ^ 2 := by
        exact intervalIntegral.integral_pos hL hsq.continuousOn
          (fun x _ => sq_nonneg _) ⟨c, hcm, hpos⟩
      exact hlt.ne' hI
    -- integrate the constant rate from 0 to x
    intro x hx
    have hftc : (∫ _y in (0 : ℝ)..x, D / (2 * A)) = θ x - θ 0 :=
      intervalIntegral.integral_eq_sub_of_hasDerivAt (f := θ) (f' := fun _ => D / (2 * A))
        (fun y hy => by
          rw [Set.uIcc_of_le hx.1] at hy
          have h := (hd y).hasDerivAt
          rw [hder y ⟨hy.1, hy.2.trans hx.2⟩] at h
          exact h)
        (continuous_const.intervalIntegrable _ _)
    rw [intervalIntegral.integral_const] at hftc
    simp only [sub_zero, smul_eq_mul] at hftc
    show θ x = D / (2 * A) * x + θ 0
    linear_combination (-1 : ℝ) * hftc
  · intro hx
    -- derivatives on the closed interval are unique
    have hder : ∀ x ∈ Set.Icc 0 L, deriv θ x = D / (2 * A) := by
      intro y hy
      have h1 : HasDerivWithinAt θ (deriv θ y) (Set.Icc 0 L) y :=
        (hd y).hasDerivAt.hasDerivWithinAt
      have h2 : HasDerivWithinAt θ (D / (2 * A)) (Set.Icc 0 L) y :=
        (hasDerivAt_helix (D / (2 * A)) (θ 0) y).hasDerivWithinAt.congr hx (hx y hy)
      exact UniqueDiffWithinAt.eq_deriv _ (uniqueDiffOn_Icc hL y hy) h1 h2
    have hz : (∫ x in (0 : ℝ)..L, (deriv θ x - D / (2 * A)) ^ 2)
        = ∫ _x in (0 : ℝ)..L, (0 : ℝ) :=
      intervalIntegral.integral_congr (fun y hy => by
        rw [Set.uIcc_of_le hL.le] at hy
        show (deriv θ y - D / (2 * A)) ^ 2 = 0
        rw [hder y hy]
        ring)
    rw [angleEnergy_complete_square hA.ne' D L hθ, hz, intervalIntegral.integral_zero]
    ring
```

## (j) Arbitrary unit fields

*Task.* For $A>0$, $L\ge0$ and a $C^1$ field $m:\mathbb R\to\mathbb R^3$ with $m\cdot m=1$ on $[0,L]$, show $\mathcal E[m]\ge -D^2L/(4A)$. The component $m_x$ need not vanish.

*Solution.* Expand
$$(2Am_x')^2+(2Am_y'+Dm_z)^2+(2Am_z'-Dm_y)^2+(Dm_x)^2 .$$
The derivative squares sum to $4A^2|m'|^2$, the cross terms to $4AD(m_zm_y'-m_ym_z')$, and the rest to $D^2|m|^2$. By (a) the total is $4Aw+D^2|m|^2$. With $|m|=1$ this gives $4Aw+D^2\ge0$, so $w\ge -D^2/(4A)$ at each point of $[0,L]$, and integration gives the bound. The four squares are `s0` to `s3`, the pointwise bound is `hpt`, and `intervalIntegral.integral_mono_on` integrates it, with integrability from the continuity `hcont`. Unit length cannot be dropped: $w$ is quadratic in $m$, so multiplying the helix of (h) by $\lambda$ multiplies its energy by $\lambda^2$, and that energy is negative for $D\neq0$, $L>0$.

```lean
/-- For `A > 0` and `L ≥ 0`, every continuously differentiable vector field of unit length on `[0, L]` has micromagnetic
energy at least `-D² L / (4A)`. -/
theorem micromagneticEnergy_lower_bound {A L : ℝ} (hA : 0 < A) (hL : 0 ≤ L) (D : ℝ)
    {m : ℝ → Fin 3 → ℝ} (hm : ContDiff ℝ 1 m)
    (hunit : ∀ x ∈ Set.Icc 0 L, m x ⬝ᵥ m x = 1) :
    -(D ^ 2 * L / (4 * A)) ≤ micromagneticEnergy A D L m := by
  have hm0 : Continuous m := hm.continuous
  have hc : Continuous (deriv m) := (contDiff_one_iff_deriv.mp hm).2
  have hcont : Continuous (micromagneticDensity A D m) := by
    have u : ∀ i, Continuous fun x => m x i := fun i => (continuous_apply i).comp hm0
    have v : ∀ i, Continuous fun x => deriv m x i := fun i => (continuous_apply i).comp hc
    have hf : micromagneticDensity A D m = fun x =>
        A * (deriv m x 0 ^ 2 + deriv m x 1 ^ 2 + deriv m x 2 ^ 2)
          + D * (m x 2 * deriv m x 1 - m x 1 * deriv m x 2) :=
      funext (micromagneticDensity_components A D m)
    rw [hf]
    exact (continuous_const.mul ((((v 0).pow 2).add ((v 1).pow 2)).add ((v 2).pow 2))).add
      (continuous_const.mul (((u 2).mul (v 1)).sub ((u 1).mul (v 2))))
  -- pointwise, 4A times the density plus D² |m|² is a sum of four squares
  have hpt : ∀ x ∈ Set.Icc 0 L, -(D ^ 2 / (4 * A)) ≤ micromagneticDensity A D m x := by
    intro x hx
    have hu := hunit x hx
    simp only [dotProduct, Fin.sum_univ_three] at hu
    have hD : D ^ 2 * (m x 0 * m x 0 + m x 1 * m x 1 + m x 2 * m x 2) = D ^ 2 := by
      rw [hu, mul_one]
    have h4 : 0 < 4 * A := by linarith
    rw [micromagneticDensity_components, ← neg_div, div_le_iff₀ h4]
    have s0 := sq_nonneg (2 * A * deriv m x 0)
    have s1 := sq_nonneg (2 * A * deriv m x 1 + D * m x 2)
    have s2 := sq_nonneg (2 * A * deriv m x 2 - D * m x 1)
    have s3 := sq_nonneg (D * m x 0)
    linarith
  have hi1 : IntervalIntegrable (fun _ : ℝ => -(D ^ 2 / (4 * A)))
      MeasureTheory.volume 0 L := continuous_const.intervalIntegrable _ _
  have hi2 : IntervalIntegrable (micromagneticDensity A D m)
      MeasureTheory.volume 0 L := hcont.intervalIntegrable _ _
  have hmono := intervalIntegral.integral_mono_on hL hi1 hi2 hpt
  rw [intervalIntegral.integral_const] at hmono
  simp only [sub_zero, smul_eq_mul] at hmono
  have he : -(D ^ 2 * L / (4 * A)) = L * -(D ^ 2 / (4 * A)) := by ring
  rw [he]
  exact hmono
```

## (k) The helix minimises the vector energy

*Task.* For $A>0$, $L>0$, show that the magnetization of the helix with $q=D/(2A)$ and any phase is a $C^1$ unit field, and that no $C^1$ field of unit length on $[0,L]$ has lower energy.

*Solution.* The components $0$, $\cos\theta$, $\sin\theta$ are $C^1$ because $\theta$ is, and $\cos^2\theta+\sin^2\theta=1$. By (c) and (h) the energy is $-D^2L/(4A)$, and by (j) every competitor has at least this energy.

The competitors depend on $x$ only and have free ends. Uniqueness among vector fields, fields that vary in $y$ or $z$, and fixed or periodic ends are not treated by these theorems. The ends matter because the $D$ term of $E[\theta]$ integrates to $-D\,(\theta(L)-\theta(0))$, which is the same for all profiles once both end angles are prescribed as real numbers. Prescribing only the magnetization at the ends leaves these angles free up to multiples of $2\pi$, so $D$ still influences which number of turns has the lowest energy. These observations are made by hand and are not among the checked statements.

```lean
/-- For `A > 0` and `L > 0`, the magnetization of the helix with wavevector `D / (2A)` is a continuously differentiable
unit field, and its micromagnetic energy is not above that of any continuously differentiable
field of unit length on `[0, L]`. -/
theorem helix_minimises_micromagneticEnergy {A L : ℝ} (hA : 0 < A) (hL : 0 < L) (D φ : ℝ) :
    ContDiff ℝ 1 (magnetization (helix (D / (2 * A)) φ)) ∧
    (∀ x, magnetization (helix (D / (2 * A)) φ) x ⬝ᵥ
      magnetization (helix (D / (2 * A)) φ) x = 1) ∧
    ∀ m : ℝ → Fin 3 → ℝ, ContDiff ℝ 1 m → (∀ x ∈ Set.Icc 0 L, m x ⬝ᵥ m x = 1) →
      micromagneticEnergy A D L (magnetization (helix (D / (2 * A)) φ))
        ≤ micromagneticEnergy A D L m := by
  obtain ⟨_, ⟨hh, hmin⟩, _⟩ := chiral_helix hA hL D φ
  refine ⟨?_, ?_, ?_⟩
  · rw [contDiff_pi]
    intro i
    fin_cases i
    · exact (contDiff_const : ContDiff ℝ 1 fun _ : ℝ => (0 : ℝ))
    · exact hh.cos
    · exact hh.sin
  · intro x
    have m0 : magnetization (helix (D / (2 * A)) φ) x 0 = 0 := rfl
    have m1 : magnetization (helix (D / (2 * A)) φ) x 1
        = Real.cos (helix (D / (2 * A)) φ x) := rfl
    have m2 : magnetization (helix (D / (2 * A)) φ) x 2
        = Real.sin (helix (D / (2 * A)) φ x) := rfl
    simp only [dotProduct, Fin.sum_univ_three, m0, m1, m2]
    linear_combination Real.sin_sq_add_cos_sq (helix (D / (2 * A)) φ x)
  · intro m hm hunit
    have hdiff : Differentiable ℝ (helix (D / (2 * A)) φ) :=
      fun x => (hasDerivAt_helix _ _ x).differentiableAt
    rw [micromagneticEnergy_magnetization A D L hdiff, hmin]
    exact micromagneticEnergy_lower_bound hA hL.le D hm hunit

end

end ChiralHelix
```

```lean
#print axioms ChiralHelix.angleEnergy_eq_min_iff
#print axioms ChiralHelix.helix_minimises_micromagneticEnergy
```

```
'ChiralHelix.angleEnergy_eq_min_iff' depends on axioms: [propext, Classical.choice, Quot.sound]
'ChiralHelix.helix_minimises_micromagneticEnergy' depends on axioms: [propext, Classical.choice, Quot.sound]
```
